# Complex matrices with AB − BA = 1 − K and K of rank one share no proper nonzero invariant subspace

Q: Take $n$ classical particles of unit mass on a line, at distinct positions $x_i$ with momenta $p_i$, repelling each other with pair energy $g^2/(x_i-x_j)^2$. This is the Calogero-Moser system. Its data fit into two matrices: $X=\mathrm{diag}(x_1,\dots,x_n)$ and the Lax matrix $L$, with $L_{ii}=p_i$ and $L_{ij}=ig/(x_i-x_j)$ for $i\neq j$, where the factor $i$ in front of $g$ is the imaginary unit. The energy is $\tfrac12\operatorname{tr}L^2$. Could a change of basis put both matrices into the same block-triangular form, so that some smaller block could be treated by itself?

A: Not if $g\neq0$. Such a form needs a subspace, neither zero nor everything, that both matrices map into itself. The obstruction is in their commutator. Since $X$ is diagonal,

$$[X,L]_{ij}=(x_i-x_j)L_{ij}=\begin{cases}0,& i=j\\ ig,& i\neq j,\end{cases}$$

so $[X,L]=ig(J-1)$, where $J$ has every entry equal to one. Put $A=X$ and $B=(i/g)L$. Because $(i/g)(ig)=-1$, we get $[A,B]=1-J$, and $J$ has rank one.

Q: How does a rank-one matrix forbid invariant subspaces?

A: By a trace count that works for any complex $n\times n$ matrices with $[A,B]=1-K$ and $\operatorname{rank}K=1$. Let $W$ be invariant under $A$ and $B$. For $w\in W$,

$$Kw=w-(ABw-BAw)\in W,$$

so $K$ also preserves $W$. Restrict all three matrices to $W$. The trace of a commutator on a finite-dimensional space is zero, hence

$$\operatorname{tr}(K|_W)=\dim W-\operatorname{tr}\,[A|_W,B|_W]=\dim W.$$

There are two cases. If $K$ vanishes on $W$, the left side is zero and $W=0$. Otherwise some $w\in W$ has $Kw\neq0$. As $K$ has rank one, its range is the line through $Kw$, which lies in $W$. In a basis of $W$ extended to $\mathbb C^n$,

$$K=\begin{pmatrix}K|_W & *\\ 0&0\end{pmatrix},\qquad\text{so}\qquad \operatorname{tr}K=\operatorname{tr}(K|_W)=\dim W.$$

The trace of $[A,B]=1-K$ on the whole space gives $\operatorname{tr}K=n$. Therefore $\dim W=n$, and $W$ is everything.

Q: I accept that. My doubt is about the Lean version. What are its vectors and its subspaces?

A: In the file, `n` is a finite type of particle labels, and its number of elements is the $n$ above. A vector is a function `n → ℂ`, a subspace is a `Submodule` over the complex numbers, and `M *ᵥ w` is the matrix $M$ applied to the column $w$.

```lean
import Mathlib

open Matrix

namespace CalogeroMoserIrreducibility

noncomputable section

variable {n : Type*} [Fintype n] [DecidableEq n]
```

Invariance means that $M$ maps $W$ into itself, not necessarily onto it.

```lean
/-- The subspace `W` is mapped into itself by the matrix `M`. -/
def InvariantUnder (M : Matrix n n ℂ) (W : Submodule ℂ (n → ℂ)) : Prop :=
  ∀ w ∈ W, M *ᵥ w ∈ W
```

The restriction $M|_W$ is a linear map from $W$ to $W$, so its trace is taken on $W$ alone.

```lean
/-- The operator that `M` induces on an invariant subspace `W`. -/
def restrictTo (M : Matrix n n ℂ) (W : Submodule ℂ (n → ℂ))
    (h : InvariantUnder M W) : W →ₗ[ℂ] W :=
  M.mulVecLin.restrict (fun w hw => h w hw)
```

Q: And the theorem itself?

A: `calogeroMoser_irreducible` takes three complex matrices with `A * B - B * A = 1 - K` and `K.rank = 1`, and a subspace `W` invariant under `A` and `B`. It concludes `W = ⊥ ∨ W = ⊤`: zero or the whole space. Neither matrix has to be Hermitian or diagonalisable. The rank condition is assumed there; physically, it says that the commutator acts as the identity on all vectors except for a correction along one direction. For the particles that direction is $(1,\dots,1)$, because every pair interacts with the same $g$.

Q: A commutator close to the identity looks like quantum mechanics. Is this a statement about $[x,p]=i\hbar$?

A: No. $X$ and $L$ hold classical numbers, and on a nonzero finite-dimensional space the trace rules out a commutator equal to a nonzero multiple of the identity. There is a link to simulation practice in finite dimension: for one oscillator mode truncated to its lowest $N$ levels, $[a,a^\dagger]=1-N|N-1\rangle\langle N-1|$, so the same argument shows that the truncated ladder operators share no proper nonzero invariant subspace. The oscillator is my illustration and does not appear in the file.

Q: Then show me where the trace count sits in the proof.

A: First, the hypothesis is solved for $K$ and applied to a vector.

```lean
/-- If `AB - BA = 1 - K`, the action of the defect `K` on a vector is expressed through `A` and `B`.
-/
theorem defect_mulVec {A B K : Matrix n n ℂ} (h : A * B - B * A = 1 - K)
    (w : n → ℂ) : K *ᵥ w = w - (A *ᵥ (B *ᵥ w) - B *ᵥ (A *ᵥ w)) := by
  have hK : K = 1 - (A * B - B * A) := by rw [h, sub_sub_cancel]
  rw [hK, Matrix.sub_mulVec, Matrix.sub_mulVec, Matrix.one_mulVec,
    Matrix.mulVec_mulVec, Matrix.mulVec_mulVec]
```

Next comes $\operatorname{tr}(K|_W)=\dim W$. The step `e` writes the restricted $K$ as the identity minus the commutator of the restricted $A$ and $B$. The step `key` takes the trace, with `LinearMap.trace_mul_comm` supplying $\operatorname{tr}(ab)=\operatorname{tr}(ba)$.

```lean
/-- If `AB - BA = 1 - K`, then on a subspace invariant under `A`, `B` and `K`, the trace of `K`
equals the dimension of the subspace. -/
theorem trace_defect_eq_dim {A B K : Matrix n n ℂ} (h : A * B - B * A = 1 - K)
    {W : Submodule ℂ (n → ℂ)} (hA : InvariantUnder A W) (hB : InvariantUnder B W)
    (hK : InvariantUnder K W) :
    LinearMap.trace ℂ W (restrictTo K W hK) = (Module.finrank ℂ W : ℂ) := by
  have e : restrictTo K W hK = 1 - (restrictTo A W hA * restrictTo B W hB
      - restrictTo B W hB * restrictTo A W hA) := by
    apply LinearMap.ext
    intro w
    apply Subtype.ext
    exact defect_mulVec h (w : n → ℂ)
  -- the commutator has no trace on the finite-dimensional space W
  have key : ∀ a b : Module.End ℂ W,
      LinearMap.trace ℂ W (1 - (a * b - b * a)) = (Module.finrank ℂ W : ℂ) := by
    intro a b
    have hsub : ∀ f g : Module.End ℂ W, LinearMap.trace ℂ W (f - g)
        = LinearMap.trace ℂ W f - LinearMap.trace ℂ W g :=
      fun f g => (LinearMap.trace ℂ W).map_sub f g
    have hcomm : LinearMap.trace ℂ W (a * b) = LinearMap.trace ℂ W (b * a) := by
      apply LinearMap.trace_mul_comm
    have hone : LinearMap.trace ℂ W (1 : Module.End ℂ W)
        = (Module.finrank ℂ W : ℂ) := by
      apply LinearMap.trace_one
    rw [hsub, hsub, hcomm, sub_self, sub_zero, hone]
  rw [e]
  exact key (restrictTo A W hA) (restrictTo B W hB)
```

The rank enters through a separate lemma: once $Kw\neq0$, every $Kx$ is a multiple of $Kw$. It comes from the fact that any nonzero vector of a one-dimensional space spans that space, applied to the range of $K$.

```lean
omit [DecidableEq n] in
/-- If `K` has rank one and `K w` is nonzero, every vector `K x` is a multiple of `K w`. -/
theorem rank_one_range {K : Matrix n n ℂ} (hK : K.rank = 1) {w : n → ℂ}
    (hw : K *ᵥ w ≠ 0) (x : n → ℂ) : ∃ c : ℂ, K *ᵥ x = c • (K *ᵥ w) := by
  have h1 : Module.finrank ℂ (LinearMap.range K.mulVecLin) = 1 := hK
  have hv : (⟨K *ᵥ w, LinearMap.mem_range_self K.mulVecLin w⟩ :
      LinearMap.range K.mulVecLin) ≠ 0 := fun h => hw (congrArg Subtype.val h)
  obtain ⟨c, hc⟩ := (finrank_eq_one_iff_of_nonzero' _ hv).mp h1
    ⟨K *ᵥ x, LinearMap.mem_range_self K.mulVecLin x⟩
  exact ⟨c, (congrArg Subtype.val hc).symm⟩
```

Q: So the main proof only has to join these?

A: Yes, and it turns on one Mathlib lemma, `LinearMap.trace_restrict_eq_of_forall_mem`. It says that if a map sends every vector of the space into $W$, then its trace on $W$ equals its full trace. This is the block matrix above, with its zero bottom row. Mere invariance of $W$ would leave a lower right block with a trace of its own, which is why the proof first establishes `hr`, that the whole range of $K$ lies in $W$.

The lemma is used twice. In `t1` it is applied to $W$. In `t2` it is applied to the whole space, which Lean treats as the subspace `⊤`, a type distinct from `n → ℂ`. That lets `trace_defect_eq_dim` serve again, in `t3`, to give $\operatorname{tr}K=n$. The split `by_cases hz` separates the two cases of the derivation, and `exact_mod_cast` turns equalities between dimensions read as complex numbers into equalities between natural numbers.

```lean
/-- If `AB - BA = 1 - K` with `K` of rank one, the only subspaces invariant under
both `A` and `B` are zero and the whole space. -/
theorem calogeroMoser_irreducible {A B K : Matrix n n ℂ}
    (h : A * B - B * A = 1 - K) (hK : K.rank = 1) (W : Submodule ℂ (n → ℂ))
    (hA : InvariantUnder A W) (hB : InvariantUnder B W) : W = ⊥ ∨ W = ⊤ := by
  have hKW : InvariantUnder K W := by
    intro w hw
    rw [defect_mulVec h]
    exact W.sub_mem hw (W.sub_mem (hA _ (hB _ hw)) (hB _ (hA _ hw)))
  have ht := trace_defect_eq_dim h hA hB hKW
  by_cases hz : ∀ w ∈ W, K *ᵥ w = 0
  · -- the defect vanishes on W, so W has dimension zero
    left
    have h0 : restrictTo K W hKW = 0 :=
      LinearMap.ext fun w => Subtype.ext (hz w w.2)
    rw [h0, map_zero] at ht
    exact Submodule.finrank_eq_zero.mp (by exact_mod_cast ht.symm)
  · -- otherwise W contains the range of K and carries its full trace
    right
    simp only [not_forall] at hz
    obtain ⟨w, hw, hne⟩ := hz
    have hr : ∀ x, K.mulVecLin x ∈ W := by
      intro x
      obtain ⟨c, hc⟩ := rank_one_range hK hne x
      change K *ᵥ x ∈ W
      rw [hc]
      exact W.smul_mem c (hKW w hw)
    have t1 : LinearMap.trace ℂ W (restrictTo K W hKW)
        = LinearMap.trace ℂ (n → ℂ) K.mulVecLin :=
      LinearMap.trace_restrict_eq_of_forall_mem W K.mulVecLin hr
    have top (M : Matrix n n ℂ) : InvariantUnder M ⊤ := fun _ _ => Submodule.mem_top
    have t2 : LinearMap.trace ℂ _ (restrictTo K ⊤ (top K))
        = LinearMap.trace ℂ (n → ℂ) K.mulVecLin :=
      LinearMap.trace_restrict_eq_of_forall_mem ⊤ K.mulVecLin
        (fun _ => Submodule.mem_top)
    have t3 := trace_defect_eq_dim h (top A) (top B) (top K)
    rw [t2, ← t1, ht, finrank_top] at t3
    exact Submodule.eq_top_of_finrank_eq (by exact_mod_cast t3)
```

Q: That is the abstract theorem. Are the particles really in there?

A: They are, with real positions, momenta and coupling.

```lean
/-- The diagonal matrix of particle positions. -/
def position (x : n → ℝ) : Matrix n n ℂ := Matrix.diagonal fun i => (x i : ℂ)

/-- The Calogero-Moser Lax matrix: momenta on the diagonal and `i g / (x_i - x_j)` off it. -/
def lax (x p : n → ℝ) (g : ℝ) : Matrix n n ℂ :=
  Matrix.of fun i j => if i = j then (p i : ℂ) else Complex.I * g / ((x i : ℂ) - x j)
```

Distinctness of the positions is a hypothesis of the theorems, not part of this definition. At coincident positions Lean's division by zero returns 0, so the matrix still exists, but the commutator formula then fails for $g\neq0$.

```lean
/-- The matrix with every entry equal to one. -/
def allOnes (n : Type*) : Matrix n n ℂ := Matrix.of fun _ _ => 1
```

The rank of $J$ is computed from $Jx=\bigl(\sum_j x_j\bigr)(1,\dots,1)$, where $x$ is for the moment any complex vector and not the list of positions. The range is spanned by one nonzero vector, provided there is at least one particle.

```lean
/-- The all-ones matrix of nonzero size has rank one. -/
theorem rank_allOnes [Nonempty n] : (allOnes n).rank = 1 := by
  have hJ : ∀ x : n → ℂ, allOnes n *ᵥ x = fun _ => ∑ j, x j := by
    intro x
    ext i
    simp [allOnes, Matrix.mulVec, dotProduct]
  obtain ⟨k⟩ := ‹Nonempty n›
  have hs : allOnes n *ᵥ Pi.single k (1 : ℂ) = fun _ => 1 := by
    rw [hJ]
    ext i
    simp [Pi.single_apply]
  change Module.finrank ℂ (LinearMap.range (allOnes n).mulVecLin) = 1
  refine finrank_eq_one ⟨allOnes n *ᵥ Pi.single k (1 : ℂ),
    LinearMap.mem_range_self (allOnes n).mulVecLin _⟩ ?_ ?_
  · intro h
    have h1 : (allOnes n *ᵥ Pi.single k (1 : ℂ)) k = 0 :=
      congrFun (congrArg Subtype.val h) k
    rw [hs] at h1
    exact one_ne_zero h1
  · rintro ⟨_, x, rfl⟩
    refine ⟨∑ j, x j, Subtype.ext ?_⟩
    change (∑ j, x j) • (allOnes n *ᵥ Pi.single k (1 : ℂ)) = allOnes n *ᵥ x
    rw [hs, hJ]
    ext i
    simp
```

The commutator is checked entry by entry. On the diagonal both sides vanish. Off the diagonal, distinct positions make $x_i-x_j$ nonzero, and `hc` cancels it against the denominator of $L_{ij}$.

```lean
/-- For distinct positions, the commutator of the position and Lax matrices is `i g (J - 1)`, with
`J` the all-ones matrix. -/
theorem position_lax_commutator {x : n → ℝ} (hx : Function.Injective x)
    (p : n → ℝ) (g : ℝ) :
    position x * lax x p g - lax x p g * position x
      = (Complex.I * g) • (allOnes n - 1) := by
  ext i j
  rw [Matrix.sub_apply, position, Matrix.diagonal_mul, Matrix.mul_diagonal]
  by_cases hij : i = j
  · subst hij
    simp [lax, allOnes, mul_comm]
  · have hne : (x i : ℂ) - x j ≠ 0 :=
      sub_ne_zero.mpr fun h => hij (hx (Complex.ofReal_injective h))
    have hc := div_mul_cancel₀ (Complex.I * (g : ℂ)) hne
    simp only [lax, allOnes, Matrix.of_apply, if_neg hij, Matrix.smul_apply,
      Matrix.sub_apply, Matrix.one_apply_ne hij, smul_eq_mul]
    linear_combination hc
```

Rescaling $L$ by $i/g$ then gives exactly the form that the abstract theorem asks for. This is where $g\neq0$, an interaction that is switched on, is needed.

```lean
/-- For at least one particle, distinct positions and nonzero coupling, the position matrix and the
Lax matrix times `i / g` have commutator `1 - K`, with `K` the all-ones matrix, of rank one. -/
theorem calogeroMoser_witness [Nonempty n] {x : n → ℝ} (hx : Function.Injective x)
    (p : n → ℝ) {g : ℝ} (hg : g ≠ 0) :
    position x * ((Complex.I / g) • lax x p g)
      - ((Complex.I / g) • lax x p g) * position x = 1 - allOnes n
    ∧ (allOnes n).rank = 1 := by
  refine ⟨?_, rank_allOnes⟩
  have hg' : (g : ℂ) ≠ 0 := Complex.ofReal_ne_zero.mpr hg
  have hc : Complex.I / g * (Complex.I * g) = -1 := by
    rw [← Complex.I_mul_I]
    field_simp
  rw [Matrix.mul_smul, Matrix.smul_mul, ← smul_sub, position_lax_commutator hx,
    smul_smul, hc, neg_one_smul, neg_sub]
```

Q: But I asked about $L$, not about $(i/g)L$.

A: A subspace invariant under $L$ is invariant under every multiple of $L$, so the conclusion carries over. The last theorem of the physical part is stated for `position x` and `lax x p g` themselves. It also admits an empty set of particles, where the only subspace is zero.

```lean
/-- For distinct positions and nonzero coupling, the only subspaces invariant under both
the position matrix and the Lax matrix are zero and the whole space. -/
theorem position_lax_irreducible {x : n → ℝ} (hx : Function.Injective x)
    (p : n → ℝ) {g : ℝ} (hg : g ≠ 0) (W : Submodule ℂ (n → ℂ))
    (hX : InvariantUnder (position x) W) (hL : InvariantUnder (lax x p g) W) :
    W = ⊥ ∨ W = ⊤ := by
  rcases isEmpty_or_nonempty n with hn | hn
  · left
    rw [Submodule.eq_bot_iff]
    intro v _
    exact Subsingleton.elim _ _
  · obtain ⟨h, hK⟩ := calogeroMoser_witness hx p hg
    refine calogeroMoser_irreducible h hK W hX fun w hw => ?_
    rw [Matrix.smul_mulVec]
    exact W.smul_mem _ (hL w hw)
```

Q: What does this leave out of the Calogero-Moser system?

A: The motion. The positions and momenta are those of one instant, and there is no Hamiltonian, no equation of motion and no conserved quantity in the file. Nor does irreducibility mean that the dynamics is hard to solve; it concerns only the common invariant subspaces of two finite matrices.

Q: One last doubt. Does the rank really matter, or would any $K$ do?

A: It matters already for $2\times2$ matrices. Take

$$A=\begin{pmatrix}1&0\\0&0\end{pmatrix},\quad B=\begin{pmatrix}0&1\\0&0\end{pmatrix},\quad [A,B]=B,\quad K=1-B=\begin{pmatrix}1&-1\\0&1\end{pmatrix}.$$

Here $K$ has determinant 1 and therefore rank two. Both $A$ and $B$ preserve the first coordinate axis, which is neither zero nor the whole plane. In Lean the axis is the set of vectors whose component with index 1 vanishes, since `Fin 2` counts from 0.

```lean
/-- The vectors of `ℂ²` whose second component vanishes. -/
def firstAxis : Submodule ℂ (Fin 2 → ℂ) :=
  LinearMap.ker (LinearMap.proj 1 : (Fin 2 → ℂ) →ₗ[ℂ] ℂ)
```

The trace identity still holds on this axis: $K$ acts there as the number 1, and the dimension is 1. What breaks is the next step. The second basis vector is sent to $(-1,1)$, off the axis, so the range of $K$ is no longer contained in $W$ and the two traces differ: 1 on the axis, 2 on the plane. The theorem below checks the commutator, the rank, both invariances and the fact that the axis is proper and nonzero.

```lean
/-- Two 2 × 2 matrices with commutator `1 - K`, where `K` has rank two, that both leave the first
coordinate axis, a proper nonzero subspace, invariant. -/
theorem rank_two_reducible :
    (!![1, 0; 0, 0] * !![0, 1; 0, 0] - !![0, 1; 0, 0] * !![1, 0; 0, 0]
      = 1 - (!![1, -1; 0, 1] : Matrix (Fin 2) (Fin 2) ℂ))
    ∧ (!![1, -1; 0, 1] : Matrix (Fin 2) (Fin 2) ℂ).rank = 2
    ∧ InvariantUnder !![1, 0; 0, 0] firstAxis ∧ InvariantUnder !![0, 1; 0, 0] firstAxis
    ∧ firstAxis ≠ ⊥ ∧ firstAxis ≠ ⊤ := by
  refine ⟨?_, ?_, ?_, ?_, ?_, ?_⟩
  · ext i j
    fin_cases i <;> fin_cases j <;> simp
  · have hu : IsUnit (!![1, -1; 0, 1] : Matrix (Fin 2) (Fin 2) ℂ) := by
      rw [Matrix.isUnit_iff_isUnit_det, Matrix.det_fin_two]
      simp
    rw [Matrix.rank_of_isUnit _ hu, Fintype.card_fin]
  · intro w _
    change (!![1, 0; 0, 0] *ᵥ w) 1 = 0
    simp [Matrix.mulVec, dotProduct, Fin.sum_univ_two]
  · intro w _
    change (!![0, 1; 0, 0] *ᵥ w) 1 = 0
    simp [Matrix.mulVec, dotProduct, Fin.sum_univ_two]
  · intro h
    have hm : (![1, 0] : Fin 2 → ℂ) ∈ firstAxis := by
      change (![1, 0] : Fin 2 → ℂ) 1 = 0
      simp
    rw [h, Submodule.mem_bot] at hm
    have h0 := congrFun hm 0
    simp at h0
  · intro h
    have hm : (![0, 1] : Fin 2 → ℂ) ∈ firstAxis := by
      rw [h]
      exact Submodule.mem_top
    change (![0, 1] : Fin 2 → ℂ) 1 = 0 at hm
    simp at hm

end

end CalogeroMoserIrreducibility
```

```lean
#print axioms CalogeroMoserIrreducibility.position_lax_irreducible
#print axioms CalogeroMoserIrreducibility.rank_two_reducible
```

```
'CalogeroMoserIrreducibility.position_lax_irreducible' depends on axioms: [propext, Classical.choice, Quot.sound]
'CalogeroMoserIrreducibility.rank_two_reducible' depends on axioms: [propext, Classical.choice, Quot.sound]
```
